# Removing a valence electron never lowers the frozen-shell K-alpha energy if the 1s density is more compact than the 2p

To estimate how a K-alpha line moves on oxidation, one can subtract the repulsion that the removed valence electron exerts on a 2p electron from the repulsion it exerts on a 1s electron. In a model with frozen core densities and thin valence shells, the result below fixes the sign of that difference and lets one discard any shell that encloses the whole 2p density.

"More compact" means that, at every radius, the 1s electron is at least as likely as the 2p electron to be found within it. `P` is the 1s distribution and `Q` the 2p one, with weights $p(r)$, $q(r)$ and cumulative functions $F_P$, $F_Q$. Atomic units are used throughout.

## Normalised weights on positive radii

In Lean 4 with Mathlib:

```lean
import Mathlib

open Finset

namespace KAlphaValenceShift

noncomputable section

/-- A radial probability distribution of a core electron on a finite grid `R` of positive radii. -/
structure RadialDistribution (R : Finset ℝ) where
  prob : ℝ → ℝ
  radius_pos : ∀ r ∈ R, 0 < r
  prob_nonneg : ∀ r ∈ R, 0 ≤ prob r
  prob_sum : ∑ r ∈ R, prob r = 1

variable {R : Finset ℝ}

/-- The probability of finding the core electron at a radius of at most `t`. -/
def RadialDistribution.cumulative (P : RadialDistribution R) (t : ℝ) : ℝ :=
  ∑ r ∈ R with r ≤ t, P.prob r
```

A `RadialDistribution R` gives each radius in the finite set `R` a probability. Both orbitals share the grid, but zero weights are allowed, so their supports may differ. Continuous densities would have to be discretised first.

The three conditions enter at different places. In the examples, $D(s)$ is the repulsion of a valence shell of radius $s$ with the 1s electron minus that with the 2p electron, computed with the Coulomb kernel $1/\max(r,s)$; the next section defines it in full.

- **Positive radii** keep the kernel finite even for $s\le0$, which the sign theorem does not exclude, and make both cumulative functions vanish for $t\le 0$. With negative radii the equivalence proved below would fail: for 1s at $-1$ and 2p at $-2$, $D$ is zero for all $s>0$, yet $F_P(-2)<F_Q(-2)$.
- **Unit total probability** removes an additive constant when two means are compared. If the 1s weight were 2 and the 2p weight 1, both at $r=1$, an enclosing shell would still give $D(s)=1/s$.
- **Nonnegative weights** are used only in the upper bound. With 1s weights $2$ and $-1$ at radii 1 and 2, and 2p at radius 1, one finds $D(1)=1/2$ although the shell encloses the 2p density.

## Frozen densities and thin valence shells

```lean
/-- The mean Coulomb repulsion, in atomic units, between the core electron and one electron spread
uniformly over a thin spherical shell of radius `s > 0`. -/
def RadialDistribution.shellRepulsion (P : RadialDistribution R) (s : ℝ) : ℝ :=
  ∑ r ∈ R, P.prob r * (1 / max r s)

/-- The difference `D(s)` between the repulsions of a valence shell of radius `s` with the
1s electron (`P`) and with the 2p electron (`Q`). -/
def repulsionDifference (P Q : RadialDistribution R) (s : ℝ) : ℝ :=
  P.shellRepulsion s - Q.shellRepulsion s

/-- A frozen core level: a fixed energy `e` plus the repulsion with each valence electron
in `V`, where electron `j` is a shell of radius `radius j`. -/
def coreLevel {ι : Type*} (e : ℝ) (P : RadialDistribution R) (V : Finset ι)
    (radius : ι → ℝ) : ℝ :=
  e + ∑ j ∈ V, P.shellRepulsion (radius j)

/-- The frozen-orbital K-alpha energy: the 2p level minus the 1s level. -/
def kAlphaEnergy {ι : Type*} (e1s e2p : ℝ) (P Q : RadialDistribution R) (V : Finset ι)
    (radius : ι → ℝ) : ℝ :=
  coreLevel e2p Q V radius - coreLevel e1s P V radius
```

By electrostatics, a unit charge spread uniformly over a sphere of radius $s>0$ has potential $1/\max(r,s)$ at radius $r$. Hence

$$D(s)=\sum_r p(r)\frac1{\max(r,s)}-\sum_r q(r)\frac1{\max(r,s)}.$$

Each core level is a fixed energy plus its repulsion with every valence shell in `V`. With $s_i$ the radius of shell $i$, the K-alpha energy, 2p level minus 1s level, is

$$E=e_{2p}-e_{1s}-\sum_{i\in V}D(s_i).$$

Freezing is built into these definitions: `e1s`, `e2p`, the core distributions and the other shells stay the same when an electron leaves. None of the hypotheses used here justifies, for a real line, the neglect of orbital relaxation and of changes in exchange, or the replacement of an extended, generally non-spherical valence density by a thin uniform shell. With relaxation, the shift need not equal $D$ or even have its sign.

## The 1s cumulative function is nowhere below the 2p one

The hypothesis `h` says $F_Q(t)\le F_P(t)$ for every real $t$. Order the grid as $r_1<\dots<r_n$ and put $A_k=F_P(r_k)-F_Q(r_k)\ge0$. Normalisation gives $A_n=0$, so for nonincreasing $g$

$$\sum_{k=1}^{n}(p(r_k)-q(r_k))g(r_k)=\sum_{k=1}^{n-1}A_k\,(g(r_k)-g(r_{k+1}))\ge0.$$

```lean
/-- Summation by parts: if all partial sums of `d`, taken outwards in radius, are nonnegative,
then so is the sum of `d` weighted with a nonincreasing function `g` measured from a lower
bound `c`. -/
theorem weighted_sum_nonneg (S : Finset ℝ) (d : ℝ → ℝ) :
    (∀ t ∈ S, 0 ≤ ∑ r ∈ S with r ≤ t, d r) → ∀ (g : ℝ → ℝ) (c : ℝ),
    (∀ x ∈ S, ∀ y ∈ S, x ≤ y → g y ≤ g x) → (∀ r ∈ S, c ≤ g r) →
    0 ≤ ∑ r ∈ S, d r * (g r - c) := by
  induction S using Finset.induction_on_max with
  | empty => intros; simp
  | insert a S ha ih =>
    intro hd g c hg hc
    have hna : a ∉ S := fun h => lt_irrefl a (ha a h)
    have hS : ∀ t ∈ S, 0 ≤ ∑ r ∈ S with r ≤ t, d r := by
      intro t ht
      have h := hd t (mem_insert_of_mem ht)
      rwa [filter_insert, if_neg (not_le_of_gt (ha t ht))] at h
    -- inside the outermost radius `a`, measure `g` from its value at `a`
    have h1 := ih hS g (g a)
      (fun x hx y hy => hg x (mem_insert_of_mem hx) y (mem_insert_of_mem hy))
      (fun r hr => hg r (mem_insert_of_mem hr) a (mem_insert_self a S) (ha r hr).le)
    have h2 : 0 ≤ d a + ∑ r ∈ S, d r := by
      have h := hd a (mem_insert_self a S)
      have hf : (insert a S).filter (fun r => r ≤ a) = insert a S := by
        apply filter_true_of_mem
        intro x hx
        rcases mem_insert.mp hx with h' | h'
        · exact h'.le
        · exact (ha x h').le
      rwa [hf, sum_insert hna] at h
    have h3 := mul_nonneg h2 (sub_nonneg.mpr (hc a (mem_insert_self a S)))
    have h4 : ∑ r ∈ S, d r * (g r - c)
        = ∑ r ∈ S, d r * (g r - g a) + (∑ r ∈ S, d r) * (g a - c) := by
      rw [sum_mul, ← sum_add_distrib]
      exact sum_congr rfl (fun r _ => by ring)
    rw [sum_insert hna, h4]
    nlinarith [h1, h3]

/-- If the cumulative distribution of `P` is nowhere below that of `Q`, then every function that
is nonincreasing on the grid has at least as large a mean in `P` as in `Q`. -/
theorem mean_le_mean {P Q : RadialDistribution R}
    (h : ∀ t, Q.cumulative t ≤ P.cumulative t) (g : ℝ → ℝ)
    (hg : ∀ x ∈ R, ∀ y ∈ R, x ≤ y → g y ≤ g x) :
    ∑ r ∈ R, Q.prob r * g r ≤ ∑ r ∈ R, P.prob r * g r := by
  have hne : R.Nonempty := by
    by_contra hR
    have h1 : ∑ r ∈ R, P.prob r = 0 :=
      sum_eq_zero (fun r hr => absurd ⟨r, hr⟩ hR)
    rw [P.prob_sum] at h1
    exact one_ne_zero h1
  obtain ⟨m, _, hm⟩ := exists_min_image R g hne
  have key := weighted_sum_nonneg R (fun r => P.prob r - Q.prob r)
    (fun t _ => by rw [sum_sub_distrib]; exact sub_nonneg.mpr (h t)) g (g m) hg hm
  -- the constant `g m` drops out because both distributions are normalised
  have e : ∑ r ∈ R, (P.prob r - Q.prob r) * (g r - g m)
      = ∑ r ∈ R, P.prob r * g r - ∑ r ∈ R, Q.prob r * g r
        - (∑ r ∈ R, P.prob r - ∑ r ∈ R, Q.prob r) * g m := by
    rw [← sum_sub_distrib, ← sum_sub_distrib, sum_mul, ← sum_sub_distrib]
    exact sum_congr rfl (fun r _ => by ring)
  rw [P.prob_sum, Q.prob_sum] at e
  linarith
```

`weighted_sum_nonneg` proves the inequality by induction on the outermost radius $a$. With $d=p-q$ and a lower bound $c$ of $g$, it splits the sum into

$$\sum_{r<a}d(r)(g(r)-g(a))+\Big(\sum_{r\le a}d(r)\Big)(g(a)-c).$$

The first term is nonnegative by the induction hypothesis, the second by the sign of the full partial sum. `mean_le_mean` takes $c$ to be the minimum of $g$, which then drops out by normalisation.

The kernel $1/\max(r,s)$ is nonincreasing in $r$, so $D(s)\ge0$:

```lean
/-- If the 1s cumulative distribution is nowhere below the 2p one, a valence shell repels the
1s electron at least as strongly as the 2p electron. -/
theorem repulsionDifference_nonneg {P Q : RadialDistribution R}
    (h : ∀ t, Q.cumulative t ≤ P.cumulative t) (s : ℝ) :
    0 ≤ repulsionDifference P Q s :=
  sub_nonneg.mpr (mean_le_mean h (fun r => 1 / max r s) (fun x hx _ _ hxy =>
    one_div_le_one_div_of_le (lt_max_of_lt_left (P.radius_pos x hx))
      (max_le_max hxy le_rfl)))
```

Without any ordering the sign can reverse: for 1s at radius 2 and 2p at radius 1, $D(1)=-1/2$.

For monotonicity, take $0<s\le s'$ and

$$g(r)=\frac1{\max(r,s)}-\frac1{\max(r,s')}.$$

For $r\le s'$ this is $1/\max(r,s)-1/s'$, which is nonincreasing and nonnegative; for $r\ge s'$ it is zero. Comparing means gives $D(s)-D(s')\ge0$.

Here the ordering is also necessary. Given $t>0$, let $u$ be the next grid radius beyond $t$, or $t+1$ if there is none. The kernel drops by $1/t-1/u$ for $r\le t$ and by nothing for $r\ge u$, so

$$D(t)-D(u)=(F_P(t)-F_Q(t))\left(\frac1t-\frac1u\right).$$

If $D$ is nonincreasing, the left side is nonnegative, and hence $F_P(t)\ge F_Q(t)$. For $t\le0$ both functions are zero.

```lean
/-- The difference `D(s)` is nonincreasing in the shell radius `s > 0` exactly when the 1s
cumulative distribution is nowhere below the 2p one. -/
theorem antitoneOn_repulsionDifference_iff (P Q : RadialDistribution R) :
    AntitoneOn (repulsionDifference P Q) (Set.Ioi 0) ↔
      ∀ t, Q.cumulative t ≤ P.cumulative t := by
  constructor
  · intro hD t
    rcases le_or_gt t 0 with ht | ht
    · have hf : R.filter (fun r => r ≤ t) = ∅ :=
        filter_false_of_mem (fun r hr => not_le_of_gt (ht.trans_lt (P.radius_pos r hr)))
      unfold RadialDistribution.cumulative
      rw [hf, sum_empty, sum_empty]
    -- choose `u > t` with no grid radius strictly between `t` and `u`
    obtain ⟨u, htu, hu⟩ : ∃ u, t < u ∧ ∀ r ∈ R, r ≤ t ∨ u ≤ r := by
      by_cases hne : (R.filter (fun r => t < r)).Nonempty
      · refine ⟨min' _ hne, (mem_filter.mp (min'_mem _ hne)).2, fun r hr => ?_⟩
        rcases le_or_gt r t with h | h
        · exact Or.inl h
        · exact Or.inr (min'_le _ _ (mem_filter.mpr ⟨hr, h⟩))
      · exact ⟨t + 1, by linarith, fun r hr =>
          Or.inl (not_lt.mp fun h => hne ⟨r, mem_filter.mpr ⟨hr, h⟩⟩)⟩
    have key : ∀ A : RadialDistribution R,
        A.shellRepulsion t - A.shellRepulsion u = A.cumulative t * (1 / t - 1 / u) := by
      intro A
      unfold RadialDistribution.shellRepulsion RadialDistribution.cumulative
      rw [← sum_sub_distrib, sum_mul, sum_filter]
      refine sum_congr rfl (fun r hr => ?_)
      rcases hu r hr with h | h
      · rw [if_pos h, max_eq_right h, max_eq_right (h.trans htu.le)]
        ring
      · rw [if_neg (not_le_of_gt (htu.trans_le h)), max_eq_left h,
          max_eq_left (htu.le.trans h)]
        ring
    have hmono : repulsionDifference P Q u ≤ repulsionDifference P Q t :=
      hD (Set.mem_Ioi.mpr ht) (Set.mem_Ioi.mpr (ht.trans htu)) htu.le
    unfold repulsionDifference at hmono
    have hpos : 0 < 1 / t - 1 / u := sub_pos.mpr (one_div_lt_one_div_of_lt ht htu)
    refine le_of_mul_le_mul_right ?_ hpos
    linarith [key P, key Q]
  · intro h s _ s' _ hs
    -- the drop of the kernel between `s` and `s'` is nonincreasing in `r`
    have key := mean_le_mean h (fun r => 1 / max r s - 1 / max r s') (by
      intro x hx y _ hxy
      have hx0 := P.radius_pos x hx
      rcases le_total y s' with hy | hy
      · have h1 : 1 / max y s ≤ 1 / max x s :=
          one_div_le_one_div_of_le (lt_max_of_lt_left hx0) (max_le_max hxy le_rfl)
        simp only [max_eq_right hy, max_eq_right (hxy.trans hy)]
        linarith
      · have h1 : 1 / max x s' ≤ 1 / max x s :=
          one_div_le_one_div_of_le (lt_max_of_lt_left hx0) (max_le_max le_rfl hs)
        simp only [max_eq_left hy, max_eq_left (hs.trans hy)]
        linarith)
    simp only [mul_sub, sum_sub_distrib] at key
    unfold repulsionDifference RadialDistribution.shellRepulsion
    linarith
```

`AntitoneOn` on `Set.Ioi 0` means nonincreasing for $s>0$. In the code the converse comes first: its `key` is the last display for one distribution at a time. The second half applies `mean_le_mean` to the kernel drop, with cases for the larger radius inside or outside $s'$.

## A positive shell radius, and a 2p density inside it

For $s>0$ the 1s repulsion is at most $1/s$. The enclosed 2p part contributes exactly $F_Q(s)/s$, and the rest is nonnegative. Therefore

$$D(s)\le\frac1s-\frac{F_Q(s)}s=\frac{1-F_Q(s)}s.$$

```lean
/-- For a shell of radius `s > 0`, the difference `D(s)` is at most the probability of finding
the 2p electron outside the shell, divided by `s`. -/
theorem repulsionDifference_le (P Q : RadialDistribution R) {s : ℝ} (hs : 0 < s) :
    repulsionDifference P Q s ≤ (1 - Q.cumulative s) / s := by
  have h1 : P.shellRepulsion s ≤ 1 / s := by
    calc P.shellRepulsion s ≤ ∑ r ∈ R, P.prob r * (1 / s) :=
          sum_le_sum (fun r hr => mul_le_mul_of_nonneg_left
            (one_div_le_one_div_of_le hs (le_max_right r s)) (P.prob_nonneg r hr))
      _ = 1 / s := by rw [← sum_mul, P.prob_sum, one_mul]
  -- the enclosed part of the 2p density feels the full shell potential `1 / s`
  have h2 : Q.cumulative s * (1 / s) ≤ Q.shellRepulsion s := by
    unfold RadialDistribution.cumulative RadialDistribution.shellRepulsion
    rw [sum_mul, sum_filter]
    refine sum_le_sum (fun r hr => ?_)
    split_ifs with h
    · rw [max_eq_right h]
    · exact mul_nonneg (Q.prob_nonneg r hr)
        (one_div_nonneg.mpr (hs.le.trans (le_max_right r s)))
  have h3 : (1 - Q.cumulative s) / s = 1 / s - Q.cumulative s * (1 / s) := by ring
  unfold repulsionDifference
  linarith
```

The steps `h1` and `h2` are these two estimates; the ordering is not needed. For negative $s$ the bound fails: equal distributions give $D=0$, while the right side is $1/s<0$.

If $F_Q(s)=1$, the bound gives $D(s)\le0$, and the ordering gives $D(s)\ge0$, so the shift vanishes. If 2p density remains outside, it need not: 1s at 1, 2p at 3 and a shell at 2 give $D(2)=1/2-1/3=1/6$. An atomic 2p density has a tail, so unless it is truncated $F_Q(s)<1$ at every finite $s$. Under the ordering, discarding the shell then causes an error of at most $(1-F_Q(s))/s$ within this model.

## The removed electron belongs to the valence set

The hypothesis `hj` says that electron $j$ is in `V`. Removing it deletes one term from the sum for $E$, which gives

$$E_{V\setminus\{j\}}-E_V=D(s_j).$$

```lean
/-- Removing valence electron `j` changes the frozen-orbital K-alpha energy by `D` at the
radius of its shell. -/
theorem kAlphaEnergy_erase {ι : Type*} [DecidableEq ι] (e1s e2p : ℝ)
    (P Q : RadialDistribution R) {V : Finset ι} (radius : ι → ℝ) {j : ι} (hj : j ∈ V) :
    kAlphaEnergy e1s e2p P Q (V.erase j) radius - kAlphaEnergy e1s e2p P Q V radius
      = repulsionDifference P Q (radius j) := by
  have hP := add_sum_erase V (fun i => P.shellRepulsion (radius i)) hj
  have hQ := add_sum_erase V (fun i => Q.shellRepulsion (radius i)) hj
  unfold kAlphaEnergy coreLevel repulsionDifference
  linarith
```

`add_sum_erase` separates that term in each level. If $j$ were not in `V`, `V.erase j` would equal `V` and the energy would not change, whatever $D(s_j)$ is.

```lean
/-- Let the 1s cumulative distribution be nowhere below the 2p one. Removing a valence electron
with shell radius `s > 0` never lowers the frozen-orbital K-alpha energy, and leaves it
unchanged if the 2p electron lies within the shell with probability one. -/
theorem kAlpha_shift_from_penetration {ι : Type*} [DecidableEq ι] (e1s e2p : ℝ)
    {P Q : RadialDistribution R} (h : ∀ t, Q.cumulative t ≤ P.cumulative t)
    {V : Finset ι} (radius : ι → ℝ) {j : ι} (hj : j ∈ V) :
    kAlphaEnergy e1s e2p P Q V radius ≤ kAlphaEnergy e1s e2p P Q (V.erase j) radius ∧
    (0 < radius j → Q.cumulative (radius j) = 1 →
      kAlphaEnergy e1s e2p P Q (V.erase j) radius = kAlphaEnergy e1s e2p P Q V radius) := by
  have hshift := kAlphaEnergy_erase e1s e2p P Q radius hj
  have h0 := repulsionDifference_nonneg h (radius j)
  refine ⟨by linarith, fun hs hin => ?_⟩
  have h1 := repulsionDifference_le P Q hs
  rw [hin, sub_self, zero_div] at h1
  linarith

end

end KAlphaValenceShift
```

The final theorem combines this identity with the sign of $D$ and the upper bound. Under the ordering, removal never lowers the K-alpha energy, and it can raise it only if the 2p electron has some probability of lying outside the removed shell. That is the sense in which the shift comes from core penetration.

```lean
#print axioms KAlphaValenceShift.antitoneOn_repulsionDifference_iff
-- 'KAlphaValenceShift.antitoneOn_repulsionDifference_iff' depends on axioms: [propext, Classical.choice, Quot.sound]
#print axioms KAlphaValenceShift.kAlpha_shift_from_penetration
-- 'KAlphaValenceShift.kAlpha_shift_from_penetration' depends on axioms: [propext, Classical.choice, Quot.sound]
```
